# A fully inverted two-level emitter with zero dipole never decays in mean-field Bloch dynamics

An excited atom in empty space emits a photon even though its dipole expectation value is zero. Mean-field light-matter theory replaces the photon field by a classical field whose source is that expectation value. What happens to an excited emitter when the source vanishes exactly, and what happens when it is merely small?

```lean
import Mathlib

open Filter Topology

namespace MeanFieldEmission

noncomputable section
```

## Equations of motion

Let $z$ be the inversion, the excited-state population minus the ground-state population. For a pure state the mean-field equation is
$$z'=-\gamma(1-z^2),\qquad t\ge 0 .$$
Here $\gamma$ is the radiation-reaction rate, at which a small dipole decays near the ground state. In Lean, `z` is a function on all of `ℝ`, but only times $t\ge0$ are constrained. `HasDerivWithinAt` on `Set.Ici 0` means a one-sided derivative at $t=0$ and the ordinary one afterwards.

```lean
/-- The mean-field inversion equation `z' = -γ (1 - z²)` for times `t ≥ 0`,
with a one-sided derivative at `t = 0`. -/
def SolvesInversion (γ : ℝ) (z : ℝ → ℝ) : Prop :=
  ∀ t, 0 ≤ t → HasDerivWithinAt z (-γ * (1 - z t ^ 2)) (Set.Ici 0) t
```

This equation follows from the Bloch equations for dimensionless dipole components $x,y$ and transition frequency $\omega$:
$$x'=-\omega y+\gamma zx,\quad y'=\omega x+\gamma zy,\quad z'=-\gamma(x^2+y^2).$$
For $\gamma>0$ the emitter loses energy at a rate proportional to $x^2+y^2$. These equations are assumed: their derivation from coupled Maxwell and matter equations, with a memoryless, cycle-averaged reaction field, is the step left to physics.

```lean
/-- Mean-field Bloch equations for `t ≥ 0` of a two-level emitter with transition frequency `ω`,
dipole components `x`, `y` and inversion `z`, acted on by its own radiation-reaction field. -/
structure MeanFieldBloch (ω γ : ℝ) (x y z : ℝ → ℝ) : Prop where
  dx : ∀ t, 0 ≤ t → HasDerivWithinAt x (-ω * y t + γ * z t * x t) (Set.Ici 0) t
  dy : ∀ t, 0 ≤ t → HasDerivWithinAt y (ω * x t + γ * z t * y t) (Set.Ici 0) t
  dz : ∀ t, 0 ≤ t → HasDerivWithinAt z (-γ * (x t ^ 2 + y t ^ 2)) (Set.Ici 0) t
```

The closed solution needs the inverse hyperbolic tangent, $\operatorname{artanh}a=\tfrac12\ln\frac{1+a}{1-a}$, used for $-1<a<1$.

```lean
/-- The inverse hyperbolic tangent, on the domain `-1 < a < 1`. -/
def artanh (a : ℝ) : ℝ := Real.log ((1 + a) / (1 - a)) / 2
```

## From the Bloch vector to the inversion

Suppose $d'=a(t)\,d$ with $a$ continuous and $d(0)=0$. On $[0,T]$ there is a bound $|a|\le K$, so $|d'|\le K|d|$, and Grönwall's inequality gives $|d(T)|\le|d(0)|e^{KT}=0$. The proof obtains `K` from compactness and then applies Mathlib's Grönwall bound.

```lean
/-- A quantity that starts at zero and changes at a rate proportional to itself, with a
continuous coefficient, remains zero. -/
theorem eq_zero_of_linear {a d : ℝ → ℝ} (ha : ContinuousOn a (Set.Ici 0))
    (hd : ∀ t, 0 ≤ t → HasDerivWithinAt d (a t * d t) (Set.Ici 0) t) (h0 : d 0 = 0) :
    ∀ t, 0 ≤ t → d t = 0 := by
  intro T hT
  have hsub : Set.Icc 0 T ⊆ Set.Ici (0 : ℝ) := fun t ht => ht.1
  -- the coefficient is bounded on the compact time interval
  obtain ⟨K, hK⟩ := isCompact_Icc.exists_bound_of_continuousOn (ha.mono hsub)
  have hc : ContinuousOn d (Set.Icc 0 T) :=
    fun t ht => (hd t ht.1).continuousWithinAt.mono hsub
  have key := norm_le_gronwallBound_of_norm_deriv_right_le (f := d)
    (f' := fun t => a t * d t) (δ := 0) (K := K) (ε := 0) hc
    (fun t ht => (hd t ht.1).mono (Set.Ici_subset_Ici.mpr ht.1)) (by simp [h0])
    (fun t ht => by
      show ‖a t * d t‖ ≤ K * ‖d t‖ + 0
      rw [norm_mul, add_zero]
      exact mul_le_mul_of_nonneg_right (hK t ⟨ht.1, ht.2.le⟩) (norm_nonneg _))
    T ⟨hT, le_rfl⟩
  rw [gronwallBound_ε0, zero_mul] at key
  exact norm_le_zero_iff.mp key
```

The squared Bloch length is conserved:
$$\tfrac{d}{dt}(x^2+y^2+z^2)=2\gamma z(x^2+y^2)-2\gamma z(x^2+y^2)=0,$$
since the $\omega$ terms cancel. Lean applies the previous lemma with $a=0$ to the deviation from the initial value.

```lean
/-- The mean-field Bloch equations conserve the length of the Bloch vector. -/
theorem bloch_length_conserved {ω γ : ℝ} {x y z : ℝ → ℝ} (h : MeanFieldBloch ω γ x y z)
    (t : ℝ) (ht : 0 ≤ t) :
    x t ^ 2 + y t ^ 2 + z t ^ 2 = x 0 ^ 2 + y 0 ^ 2 + z 0 ^ 2 := by
  have key := eq_zero_of_linear (a := fun _ => 0)
    (d := fun s => x s * x s + y s * y s + z s * z s - (x 0 ^ 2 + y 0 ^ 2 + z 0 ^ 2))
    continuousOn_const
    (fun s hs => ((((h.dx s hs).fun_mul (h.dx s hs)).fun_add
      ((h.dy s hs).fun_mul (h.dy s hs))).fun_add
      ((h.dz s hs).fun_mul (h.dz s hs))).sub_const _ |>.congr_deriv (by ring))
    (by ring) t ht
  linear_combination key
```

A pure state has length one, so $x^2+y^2=1-z^2$ at all times, and the third Bloch equation becomes the inversion equation.

A Bloch vector of length at most one would not suffice. The mixed state $x=y=0$, $z=\tfrac12$ is a constant solution of the Bloch equations, whereas the inversion equation would require $z'=-\tfrac34\gamma$, which is non-zero for $\gamma>0$.

```lean
/-- For an emitter that starts in a pure state (Bloch vector of length one), the mean-field Bloch
equations imply the closed inversion equation. -/
theorem inversion_of_bloch {ω γ : ℝ} {x y z : ℝ → ℝ} (h : MeanFieldBloch ω γ x y z)
    (hp : x 0 ^ 2 + y 0 ^ 2 + z 0 ^ 2 = 1) : SolvesInversion γ z := fun t ht =>
  (h.dz t ht).congr_deriv (by
    linear_combination (-γ) * ((bloch_length_conserved h t ht).trans hp))
```

## Solving the inversion equation

For two solutions $z,u$ with equal initial values,
$$(z-u)'=\gamma(z^2-u^2)=\gamma(z+u)(z-u).$$
This is linear in $z-u$ with a continuous coefficient, so the difference vanishes.

```lean
/-- Two solutions of the inversion equation with the same initial inversion agree at all
times `t ≥ 0`. -/
theorem inversion_unique {γ : ℝ} {z u : ℝ → ℝ} (hz : SolvesInversion γ z)
    (hu : SolvesInversion γ u) (h0 : z 0 = u 0) : ∀ t, 0 ≤ t → z t = u t := by
  have hzc : ContinuousOn z (Set.Ici 0) := fun t ht => (hz t ht).continuousWithinAt
  have huc : ContinuousOn u (Set.Ici 0) := fun t ht => (hu t ht).continuousWithinAt
  have hac : ContinuousOn (fun t => γ * (z t + u t)) (Set.Ici 0) := by fun_prop
  -- the difference obeys a linear equation with coefficient `γ (z + u)`
  have key := eq_zero_of_linear (d := fun t => z t - u t) hac
    (fun t ht => ((hz t ht).fun_sub (hu t ht)).congr_deriv (by ring)) (sub_eq_zero.mpr h0)
  exact fun t ht => sub_eq_zero.mp (key t ht)
```

If $c^2=1$, the constant $c$ is a solution, and uniqueness keeps $z$ at $c$ once it starts there. This covers both full inversion and the ground state.

```lean
/-- A solution of the inversion equation that starts at `c` with `c² = 1` stays there at all times
`t ≥ 0`. -/
theorem inversion_stationary {γ c : ℝ} {z : ℝ → ℝ} (hz : SolvesInversion γ z)
    (hc : c ^ 2 = 1) (h0 : z 0 = c) : ∀ t, 0 ≤ t → z t = c :=
  inversion_unique (u := fun _ => c) hz
    (fun t _ => (hasDerivWithinAt_const t _ c).congr_deriv (by simp [hc])) h0
```

For any real $\theta$, the chain rule gives
$$\tfrac{d}{dt}\tanh(\theta-\gamma t)=-\gamma\bigl(1-\tanh^2(\theta-\gamma t)\bigr).$$
Lean differentiates $\sinh/\cosh$, and `field_simp` and `ring` finish the algebra.

```lean
/-- Every profile `tanh (θ - γ t)` solves the inversion equation. -/
theorem tanh_solves (θ γ : ℝ) : SolvesInversion γ (fun t => Real.tanh (θ - γ * t)) := by
  intro t _
  have hl : HasDerivAt (fun s => θ - γ * s) (-γ) t := by
    simpa using ((hasDerivAt_id' t).const_mul γ).const_sub θ
  have hc := (Real.cosh_pos (θ - γ * t)).ne'
  simp only [Real.tanh_eq_sinh_div_cosh]
  refine (hl.sinh.fun_div hl.cosh hc).hasDerivWithinAt.congr_deriv ?_
  field_simp
  ring
```

With $u=\theta-\gamma t$,
$$\tanh u=\frac{e^{2u}-1}{e^{2u}+1}.$$
For $\gamma>0$, $u\to-\infty$ at late times, so the exponential vanishes and the quotient tends to $-1$.

```lean
/-- For `γ > 0` the profile `tanh (θ - γ t)` tends to `-1` at late times. -/
theorem tanh_tendsto (θ : ℝ) {γ : ℝ} (hγ : 0 < γ) :
    Tendsto (fun t => Real.tanh (θ - γ * t)) atTop (𝓝 (-1)) := by
  have key : ∀ u : ℝ, (Real.exp (2 * u) - 1) / (Real.exp (2 * u) + 1) = Real.tanh u := by
    intro u
    have h1 : Real.exp (2 * u) = Real.exp u * Real.exp u := by rw [← Real.exp_add, two_mul]
    have h2 : Real.exp u * Real.exp (-u) = 1 := by
      rw [← Real.exp_add, add_neg_cancel, Real.exp_zero]
    rw [Real.tanh_eq_sinh_div_cosh, div_eq_div_iff (by positivity) (Real.cosh_pos u).ne',
      Real.sinh_eq, Real.cosh_eq, h1]
    linear_combination Real.exp u * h2
  have hlin : Tendsto (fun t : ℝ => 2 * (θ - γ * t)) atTop atBot := by
    have h := tendsto_atBot_add_const_left atTop (2 * θ)
      (tendsto_id.const_mul_atTop_of_neg (show -(2 * γ) < 0 by linarith))
    refine h.congr (fun t => ?_)
    simp only [id]
    ring
  have hE := Real.tendsto_exp_atBot.comp hlin
  have h3 := (hE.sub_const 1).div (hE.add_const 1) (by norm_num)
  have e : ((0 : ℝ) - 1) / (0 + 1) = -1 := by norm_num
  rw [e] at h3
  exact h3.congr (fun t => key _)
```

Set $\theta=\operatorname{artanh}z(0)$. Then $e^{2\theta}=\frac{1+z(0)}{1-z(0)}$, hence $\tanh\theta=z(0)$, and uniqueness gives
$$z(t)=\tanh(\operatorname{artanh}z(0)-\gamma t)\to-1\qquad(-1<z(0)<1).$$
The theorem joins this to the case $z(0)=1$. In the proof, `hta` checks the initial value and `hf` identifies the two functions.

```lean
/-- For a solution of the inversion equation with `γ > 0`, full inversion at `t = 0` persists at all
later times, while an initial inversion strictly between `-1` and `1` follows
`tanh (artanh (z 0) - γ t)` and tends to `-1`. -/
theorem mean_field_inversion {γ : ℝ} (hγ : 0 < γ) {z : ℝ → ℝ} (hz : SolvesInversion γ z) :
    (z 0 = 1 → ∀ t, 0 ≤ t → z t = 1) ∧
    (-1 < z 0 → z 0 < 1 →
      (∀ t, 0 ≤ t → z t = Real.tanh (artanh (z 0) - γ * t)) ∧
      Tendsto z atTop (𝓝 (-1))) := by
  refine ⟨inversion_stationary hz (by norm_num), fun h1 h2 => ?_⟩
  -- `artanh` inverts `tanh` at the initial inversion
  have hta : ∀ a : ℝ, -1 < a → a < 1 → Real.tanh (artanh a) = a := by
    intro a h1 h2
    have hp : 0 < 1 + a := by linarith
    have hm : 0 < 1 - a := by linarith
    have hE : Real.exp (artanh a) * Real.exp (artanh a) * (1 - a) = 1 + a := by
      rw [← Real.exp_add, artanh, add_halves, Real.exp_log (div_pos hp hm),
        div_mul_cancel₀ _ hm.ne']
    have hF : Real.exp (artanh a) * Real.exp (-artanh a) = 1 := by
      rw [← Real.exp_add, add_neg_cancel, Real.exp_zero]
    rw [Real.tanh_eq_sinh_div_cosh, div_eq_iff (Real.cosh_pos _).ne', Real.sinh_eq, Real.cosh_eq]
    linear_combination (Real.exp (-artanh a) * hE - Real.exp (artanh a) * (1 - a) * hF) / 2
  have hf := inversion_unique hz (tanh_solves (artanh (z 0)) γ) (by simp [hta (z 0) h1 h2])
  exact ⟨hf, (tanh_tendsto _ hγ).congr'
    ((eventually_ge_atTop 0).mono fun t ht => (hf t ht).symm)⟩
```

## Zero dipole and a radiating pulse

Start with $x=y=0$ and $z=1$. The state is pure, so $z$ stays 1; length conservation then leaves $x^2+y^2=0$, and both components vanish. For this single two-level emitter, the mean-field approximation of quantum-electrodynamical density functional theory, started with zero classical field, thus misses spontaneous emission from the excited state.

```lean
/-- An emitter that starts fully inverted with exactly zero dipole keeps zero dipole and full
inversion at all later times in mean field. -/
theorem dipole_free_never_radiates {ω γ : ℝ} {x y z : ℝ → ℝ} (h : MeanFieldBloch ω γ x y z)
    (hx : x 0 = 0) (hy : y 0 = 0) (hz : z 0 = 1) :
    ∀ t, 0 ≤ t → x t = 0 ∧ y t = 0 ∧ z t = 1 := by
  intro t ht
  have hp : x 0 ^ 2 + y 0 ^ 2 + z 0 ^ 2 = 1 := by rw [hx, hy, hz]; norm_num
  have h1 := inversion_stationary (inversion_of_bloch h hp) (by norm_num) hz t ht
  have h2 := (bloch_length_conserved h t ht).trans hp
  rw [h1] at h2
  exact ⟨by nlinarith [sq_nonneg (x t), sq_nonneg (y t)],
    by nlinarith [sq_nonneg (x t), sq_nonneg (y t)], h1⟩
```

A pure state with a non-zero dipole, however small, has $-1<z(0)<1$, so for $\gamma>0$ its inversion tends to $-1$. As an example, direct differentiation verifies the solution
$$x=\frac{\cos\omega t}{\cosh\gamma t},\quad y=\frac{\sin\omega t}{\cosh\gamma t},\quad z=-\tanh\gamma t,$$
and $\cos^2+\sin^2=1$ with $\cosh^2-\sinh^2=1$ gives unit length. It starts at $z=0$ with full dipole and, for $\gamma>0$, radiates its energy away.

```lean
/-- A rotating dipole with envelope `1 / cosh (γ t)` and inversion `-sinh (γ t) / cosh (γ t)`
solves the mean-field Bloch equations and is pure at every time. -/
theorem bloch_witness (ω γ : ℝ) :
    MeanFieldBloch ω γ (fun t => Real.cos (ω * t) / Real.cosh (γ * t))
      (fun t => Real.sin (ω * t) / Real.cosh (γ * t))
      (fun t => -Real.sinh (γ * t) / Real.cosh (γ * t)) ∧
    ∀ t, (Real.cos (ω * t) / Real.cosh (γ * t)) ^ 2 +
      (Real.sin (ω * t) / Real.cosh (γ * t)) ^ 2 +
      (-Real.sinh (γ * t) / Real.cosh (γ * t)) ^ 2 = 1 := by
  have hl : ∀ k t : ℝ, HasDerivAt (fun s => k * s) k t := fun k t => by
    simpa using (hasDerivAt_id' t).const_mul k
  have hc : ∀ t, Real.cosh (γ * t) ≠ 0 := fun t => (Real.cosh_pos _).ne'
  refine ⟨⟨fun t _ => ?_, fun t _ => ?_, fun t _ => ?_⟩, fun t => ?_⟩
  · refine ((hl ω t).cos.fun_div (hl γ t).cosh (hc t)).hasDerivWithinAt.congr_deriv ?_
    have := hc t
    field_simp
    ring
  · refine ((hl ω t).sin.fun_div (hl γ t).cosh (hc t)).hasDerivWithinAt.congr_deriv ?_
    have := hc t
    field_simp
    ring
  · refine ((hl γ t).sinh.fun_neg.fun_div (hl γ t).cosh (hc t)).hasDerivWithinAt.congr_deriv ?_
    rw [div_pow, div_pow, ← add_div, Real.cos_sq_add_sin_sq, mul_one_div]
    congr 1
    linear_combination (-γ) * Real.cosh_sq (γ * t)
  · rw [div_pow, div_pow, div_pow, ← add_div, ← add_div, Real.cos_sq_add_sin_sq,
      div_eq_iff (pow_ne_zero 2 (hc t))]
    linear_combination -Real.cosh_sq (γ * t)

end

end MeanFieldEmission
```

```lean
#print axioms MeanFieldEmission.mean_field_inversion
#print axioms MeanFieldEmission.dipole_free_never_radiates
```

```
'MeanFieldEmission.mean_field_inversion' depends on axioms: [propext, Classical.choice, Quot.sound]
'MeanFieldEmission.dipole_free_never_radiates' depends on axioms: [propext, Classical.choice, Quot.sound]
```
